# Equal electron shares, shifted by log electronegativity relative to the geometric mean, sum to the number of electrons added

A finite, nonempty set of $n$ atoms with positive electronegativities $\chi_i$ receives $N$ electrons, where $N$ may be any real number. Atom $i$ is given $N/n + (\ln\chi_i - \ln\bar\chi)/g$, with $\bar\chi$ the geometric mean of the electronegativities, and `sum_transfer` states that these amounts add up to $N$. The formula is meant for $g \neq 0$, but the theorem does not assume this, since Lean sets division by zero to zero and the transfer terms then vanish. The proof first shows that $n\ln\bar\chi = \sum_i \ln\chi_i$, then splits the sum so that the equal shares give $N$ and the transfers cancel.

In Lean, a first try:

```lean
import Mathlib

open Finset

namespace SumTransfer

noncomputable section

variable {ι : Type*} [Fintype ι]

/-- Geometric mean of the electronegativities of the neutral atoms, for at least one atom
and positive electronegativities. -/
def geomMean (χ : ι → ℝ) : ℝ := (∏ i, χ i) ^ (1 / (Fintype.card ι : ℝ))

/-- Explicit distribution of `N` added electrons: an equal share for each atom, plus a transfer
set by the logarithm of its electronegativity (for `g ≠ 0`, at least one atom and
positive electronegativities). -/
def transfer (g : ℝ) (χ : ι → ℝ) (N : ℝ) (i : ι) : ℝ :=
  N / (Fintype.card ι : ℝ) + (Real.log (χ i) - Real.log (geomMean χ)) / g

/-- The explicit distribution places exactly `N` electrons on the atoms, if there is at least one
atom and all electronegativities are positive. -/
theorem sum_transfer [Nonempty ι] (g : ℝ) {χ : ι → ℝ} (hχ : ∀ i, 0 < χ i) (N : ℝ) :
    ∑ i, transfer g χ N i = N := by
  have hn : (Fintype.card ι : ℝ) ≠ 0 := Nat.cast_ne_zero.mpr Fintype.card_ne_zero
  -- the logarithm of the geometric mean is the mean of the logarithms
  have hlog : (Fintype.card ι : ℝ) * Real.log (geomMean χ) = ∑ i, Real.log (χ i) := by
    rw [geomMean, Real.log_rpow (Finset.prod_pos fun i _ => hχ i), Real.log_prod]
    · field_simp
    · exact fun i _ => (hχ i).ne'
  have hN : (Fintype.card ι : ℝ) * (N / (Fintype.card ι : ℝ)) = N := by field_simp
  simp only [transfer]
  rw [Finset.sum_add_distrib, ← Finset.sum_div, Finset.sum_sub_distrib, Finset.sum_const,
    Finset.sum_const, Finset.card_univ, nsmul_eq_mul, nsmul_eq_mul, hlog, hN, sub_self,
    zero_div, add_zero]

end

end SumTransfer
```

The error:

```
Main.lean:33:48: error: Tactic `rewrite` failed: Did not find an occurrence of the pattern
  ∑ x ∈ ?m.109, (?f x - ?g x)
in the target expression
  (∑ i, N) / ↑(Fintype.card ι) + ∑ x, (Real.log (χ x) - Real.log (geomMean χ)) / g = N

ι : Type u_1
inst✝¹ : Fintype ι
inst✝ : Nonempty ι
g : ℝ
χ : ι → ℝ
hχ : ∀ (i : ι), 0 < χ i
N : ℝ
hn : ↑(Fintype.card ι) ≠ 0
hlog : ↑(Fintype.card ι) * Real.log (geomMean χ) = ∑ i, Real.log (χ i)
hN : ↑(Fintype.card ι) * (N / ↑(Fintype.card ι)) = N
⊢ (∑ i, N) / ↑(Fintype.card ι) + ∑ x, (Real.log (χ x) - Real.log (geomMean χ)) / g = N
```

Lean accepts the file once it reads:

```diff
@@ -31,7 +31,7 @@
   have hN : (Fintype.card ι : ℝ) * (N / (Fintype.card ι : ℝ)) = N := by field_simp
   simp only [transfer]
-  rw [Finset.sum_add_distrib, ← Finset.sum_div, Finset.sum_sub_distrib, Finset.sum_const,
-    Finset.sum_const, Finset.card_univ, nsmul_eq_mul, nsmul_eq_mul, hlog, hN, sub_self,
-    zero_div, add_zero]
+  rw [Finset.sum_add_distrib, Finset.sum_const, Finset.card_univ, nsmul_eq_mul, hN,
+    ← Finset.sum_div, Finset.sum_sub_distrib, Finset.sum_const, Finset.card_univ,
+    nsmul_eq_mul, hlog, sub_self, zero_div, add_zero]
 
 end
```

The error says that `Finset.sum_sub_distrib` found no sum whose summand is a difference. The step before it, `← Finset.sum_div`, was meant to pull the division by `g` out of the second sum. But the first sum, of `N / ↑(Fintype.card ι)`, is also a sum of quotients, and the rewrite took that one, giving the `(∑ i, N) / ↑(Fintype.card ι)` seen in the goal. The second sum kept its `/ g` inside, so its summand was still a quotient.

The repair changes the order. `Finset.sum_const`, `Finset.card_univ`, `nsmul_eq_mul` and `hN` first turn the sum of equal shares into `N`. Only the transfer sum is then left for `← Finset.sum_div`, and once `g` is outside, `Finset.sum_sub_distrib` applies. `Finset.card_univ` now appears twice because the second constant sum is evaluated later and brings in a new cardinality of `Finset.univ`, which must be rewritten before `hlog` can match.
